# Inverse radial moments of hydrogen from the Kramers recurrence

For a hydrogen state with $l=1$ and principal quantum number $n$, the Kramers recurrence at $s=-1$ reduces to $\langle r^{-2}\rangle = 2\langle r^{-3}\rangle$, and the known value $\langle r^{-2}\rangle = 2/(3n^3)$ in atomic units then gives $\langle r^{-3}\rangle = 1/(3n^3) = (2/n)^3\,\tfrac{1!}{4!}\,\langle r^0\rangle$. Taking the recurrence and the value of $\langle r^{-2}\rangle$ for general $l$ as hypotheses, the Lean file below proves the general relation between $\langle r^{-s-2}\rangle$ and $\langle r^{s-1}\rangle$ for $0\le s\le 2l$, by pairing the recurrence at $s$ with the one at $-s-1$.

```lean
import Mathlib

open MeasureTheory Set

namespace HydrogenInverseMoments

noncomputable section

/-- A sequence `m s`, standing for the radial moments `⟨r^s⟩` in atomic units, that is normalized,
has the hydrogen value of `⟨r⁻²⟩`, and obeys the Kramers recurrence for `-2l ≤ s ≤ 2l`. -/
structure IsHydrogenMoments (n : ℝ) (l : ℕ) (m : ℤ → ℝ) : Prop where
  norm : m 0 = 1
  inv_sq : n ^ 3 * (2 * (l : ℝ) + 1) * m (-2) = 2
  kramers : ∀ s : ℤ, -(2 * (l : ℤ)) ≤ s → s ≤ 2 * (l : ℤ) →
    ((s : ℝ) + 1) * m s - n ^ 2 * (2 * (s : ℝ) + 1) * m (s - 1)
      + n ^ 2 * (s : ℝ) / 4 * ((2 * (l : ℝ) + 1) ^ 2 - (s : ℝ) ^ 2) * m (s - 2) = 0

/-- The factor `(2/n)^(2s+1) (2l-s)! / (2l+s+1)!`. -/
def inversionFactor (n : ℝ) (l s : ℕ) : ℝ :=
  (2 / n) ^ (2 * s + 1) * ((2 * l - s).factorial : ℝ) / ((2 * l + s + 1).factorial : ℝ)

/-- The two-term recurrence in `s` of the inversion factor, for `s + 1 ≤ 2l`. -/
theorem inversionFactor_succ (n : ℝ) (l s : ℕ) (hs : s + 1 ≤ 2 * l) :
    inversionFactor n l (s + 1) * ((2 * (l : ℝ) + 1) ^ 2 - ((s : ℝ) + 1) ^ 2)
      = (2 / n) ^ 2 * inversionFactor n l s := by
  obtain ⟨k, hk⟩ := Nat.exists_eq_add_of_le hs
  have hl : 2 * (l : ℝ) = s + 1 + k := by exact_mod_cast hk
  have hD : (2 * (l : ℝ) + 1) ^ 2 - ((s : ℝ) + 1) ^ 2
      = ((k : ℝ) + 1) * (2 * (l : ℝ) + s + 1 + 1) := by
    linear_combination (2 * (l : ℝ) + s + 2) * hl
  have hF : ((2 * l + s + 1).factorial : ℝ) ≠ 0 := by positivity
  have hP : 2 * (l : ℝ) + s + 1 + 1 ≠ 0 := by positivity
  unfold inversionFactor
  rw [hD, show 2 * l - (s + 1) = k by omega, show 2 * l - s = k + 1 by omega,
    show 2 * l + (s + 1) + 1 = (2 * l + s + 1) + 1 by omega,
    show 2 * (s + 1) + 1 = (2 * s + 1) + 2 by omega, pow_add,
    Nat.factorial_succ k, Nat.factorial_succ (2 * l + s + 1)]
  push_cast
  generalize (2 / n) ^ (2 * s + 1) = p
  generalize (2 / n) ^ 2 = q
  field_simp

/-- The parameter `n` of a hydrogen moment sequence is nonzero. -/
theorem IsHydrogenMoments.ne_zero {n : ℝ} {l : ℕ} {m : ℤ → ℝ}
    (h : IsHydrogenMoments n l m) : n ≠ 0 := by
  intro h0
  have h2 := h.inv_sq
  simp [h0] at h2

/-- The mean inverse radius is `⟨r⁻¹⟩ = 1/n²`. -/
theorem IsHydrogenMoments.moment_neg_one {n : ℝ} {l : ℕ} {m : ℤ → ℝ}
    (h : IsHydrogenMoments n l m) : m (-1) = 1 / n ^ 2 := by
  have K := h.kramers 0 (by omega) (by omega)
  rw [show (0 : ℤ) - 1 = -1 by norm_num, show (0 : ℤ) - 2 = -2 by norm_num] at K
  push_cast at K
  rw [eq_div_iff (pow_ne_zero 2 h.ne_zero)]
  linear_combination h.norm - K

/-- Inversion of radial moments: for `0 ≤ s ≤ 2l`, the moment `⟨r^(-s-2)⟩` equals
`(2/n)^(2s+1) (2l-s)!/(2l+s+1)!` times `⟨r^(s-1)⟩`. -/
theorem IsHydrogenMoments.inversion {n : ℝ} {l : ℕ} {m : ℤ → ℝ}
    (h : IsHydrogenMoments n l m) (s : ℕ) (hs : s ≤ 2 * l) :
    m (-(s : ℤ) - 2) = (2 / n) ^ (2 * s + 1) * ((2 * l - s).factorial : ℝ)
      / ((2 * l + s + 1).factorial : ℝ) * m ((s : ℤ) - 1) := by
  have hn := h.ne_zero
  -- carry the relation at `s` together with the one at `s - 1`, weighted by `s`
  suffices H : m (-(s : ℤ) - 2) = inversionFactor n l s * m ((s : ℤ) - 1) ∧
      (s : ℝ) * ((2 / n) ^ 2 * m (-(s : ℤ) - 1) - inversionFactor n l s
        * ((2 * (l : ℝ) + 1) ^ 2 - (s : ℝ) ^ 2) * m ((s : ℤ) - 2)) = 0 from H.1
  induction s with
  | zero =>
    have b : m (-2) = inversionFactor n l 0 * m (-1) := by
      have h2 : m (-2) = 2 / (n ^ 3 * (2 * (l : ℝ) + 1)) := by
        rw [eq_div_iff (mul_ne_zero (pow_ne_zero 3 hn) (by positivity))]
        linear_combination h.inv_sq
      have hF : ((2 * l).factorial : ℝ) ≠ 0 := by positivity
      rw [h.moment_neg_one, h2]
      simp only [inversionFactor, Nat.sub_zero, add_zero, mul_zero, zero_add, pow_one,
        Nat.factorial_succ]
      push_cast
      field_simp
    exact ⟨by simpa using b, by simp⟩
  | succ s ih =>
    obtain ⟨ih1, ih2⟩ := ih (by omega)
    have R := inversionFactor_succ n l s hs
    have hq : (2 / n) ^ 2 * n ^ 2 = 4 := by
      rw [← mul_pow, div_mul_cancel₀ _ hn]; norm_num
    -- the recurrence at `s` and its mirror image at `-s-1`
    have K1 := h.kramers (s : ℤ) (by omega) (by omega)
    have K2 := h.kramers (-(s : ℤ) - 1) (by omega) (by omega)
    rw [show -(s : ℤ) - 1 - 1 = -(s : ℤ) - 2 by ring,
      show -(s : ℤ) - 1 - 2 = -(s : ℤ) - 3 by ring] at K2
    rw [show -((s + 1 : ℕ) : ℤ) - 2 = -(s : ℤ) - 3 by push_cast; ring,
      show ((s + 1 : ℕ) : ℤ) - 1 = (s : ℤ) by push_cast; ring,
      show -((s + 1 : ℕ) : ℤ) - 1 = -(s : ℤ) - 2 by push_cast; ring,
      show ((s + 1 : ℕ) : ℤ) - 2 = (s : ℤ) - 1 by push_cast; ring]
    push_cast at K1 K2 ⊢
    have hl : (s : ℝ) + 1 ≤ 2 * l := by exact_mod_cast hs
    have hs0 : (0 : ℝ) ≤ s := Nat.cast_nonneg s
    have hD : 0 < (2 * (l : ℝ) + 1) ^ 2 - ((s : ℝ) + 1) ^ 2 := by
      have := mul_pos (show 0 < 2 * (l : ℝ) - s by linarith)
        (show 0 < 2 * (l : ℝ) + s + 2 by linarith)
      linarith
    have hX : ((s : ℝ) + 1) * ((2 * (l : ℝ) + 1) ^ 2 - ((s : ℝ) + 1) ^ 2) ≠ 0 :=
      mul_ne_zero (by positivity) hD.ne'
    constructor
    · apply mul_left_cancel₀ hX
      linear_combination (-(2 / n) ^ 2) * K2 - ((s : ℝ) + 1) * m (s : ℤ) * R
        - (2 / n) ^ 2 * inversionFactor n l s * K1 + 4 * (2 * (s : ℝ) + 1) * ih1 - ih2
        + (-(((s : ℝ) + 1) * ((2 * (l : ℝ) + 1) ^ 2 - ((s : ℝ) + 1) ^ 2)
              * m (-(s : ℤ) - 3)) / 4
            + (2 * (s : ℝ) + 1) * (m (-(s : ℤ) - 2) - inversionFactor n l s * m ((s : ℤ) - 1))
            + (s : ℝ) * inversionFactor n l s * ((2 * (l : ℝ) + 1) ^ 2 - (s : ℝ) ^ 2)
              * m ((s : ℤ) - 2) / 4) * hq
    · linear_combination ((s : ℝ) + 1) * (2 / n) ^ 2 * ih1
        - ((s : ℝ) + 1) * m ((s : ℤ) - 1) * R

/-- For `l ≥ 1` the mean radius is `⟨r⟩ = (3n² - l(l+1))/2`. -/
theorem IsHydrogenMoments.moment_one {n : ℝ} {l : ℕ} {m : ℤ → ℝ}
    (h : IsHydrogenMoments n l m) (hl : 1 ≤ l) :
    m 1 = (3 * n ^ 2 - (l : ℝ) * (l + 1)) / 2 := by
  have K := h.kramers 1 (by omega) (by omega)
  rw [show (1 : ℤ) - 1 = 0 by norm_num, show (1 : ℤ) - 2 = -1 by norm_num] at K
  push_cast at K
  have h1 : n ^ 2 * m (-1) = 1 := by
    rw [h.moment_neg_one, mul_one_div_cancel (pow_ne_zero 2 h.ne_zero)]
  linear_combination K / 2 + 3 * n ^ 2 / 2 * h.norm - (l : ℝ) * (l + 1) / 2 * h1

/-- For `l ≥ 1` the inverse cube moment is `⟨r⁻³⟩ = 1/(n³ l (l+1/2) (l+1))`. -/
theorem IsHydrogenMoments.moment_neg_three {n : ℝ} {l : ℕ} {m : ℤ → ℝ}
    (h : IsHydrogenMoments n l m) (hl : 1 ≤ l) :
    m (-3) = 1 / (n ^ 3 * l * ((l : ℝ) + 1 / 2) * (l + 1)) := by
  have K := h.kramers (-1) (by omega) (by omega)
  rw [show (-1 : ℤ) - 1 = -2 by norm_num, show (-1 : ℤ) - 2 = -3 by norm_num] at K
  push_cast at K
  have hl0 : (l : ℝ) ≠ 0 := by exact_mod_cast (show l ≠ 0 by omega)
  have hX : n ^ 3 * l * ((l : ℝ) + 1 / 2) * (l + 1) ≠ 0 :=
    mul_ne_zero (mul_ne_zero (mul_ne_zero (pow_ne_zero 3 h.ne_zero) hl0) (by positivity))
      (by positivity)
  rw [eq_div_iff hX]
  linear_combination h.inv_sq / 2 - n * ((l : ℝ) + 1 / 2) * K

/-- For `l ≥ 1` the inverse fourth moment `⟨r⁻⁴⟩` in closed form. -/
theorem IsHydrogenMoments.moment_neg_four {n : ℝ} {l : ℕ} {m : ℤ → ℝ}
    (h : IsHydrogenMoments n l m) (hl : 1 ≤ l) :
    m (-4) = 16 * (3 * n ^ 2 - (l : ℝ) * (l + 1)) /
      (n ^ 5 * (2 * l - 1) * (2 * l) * (2 * l + 1) * (2 * l + 2) * (2 * l + 3)) := by
  have hn := h.ne_zero
  -- inversion turns `⟨r⁻⁴⟩` into a multiple of the mean radius
  have M := h.inversion 2 (by omega)
  rw [show -((2 : ℕ) : ℤ) - 2 = -4 by norm_num, show ((2 : ℕ) : ℤ) - 1 = 1 by norm_num,
    h.moment_one hl] at M
  obtain ⟨k, rfl⟩ : ∃ k, l = k + 1 := ⟨l - 1, by omega⟩
  have hF : ((2 * k).factorial : ℝ) ≠ 0 := by positivity
  rw [M, show 2 * (k + 1) - 2 = 2 * k by omega, show 2 * (k + 1) + 2 + 1 = 2 * k + 5 by omega,
    show (2 * k + 5).factorial = (2 * k + 5) * ((2 * k + 4) * ((2 * k + 3) * ((2 * k + 2) *
      ((2 * k + 1) * (2 * k).factorial)))) from rfl]
  push_cast
  rw [show 2 * ((k : ℝ) + 1) - 1 = 2 * k + 1 by ring,
    show 2 * ((k : ℝ) + 1) + 1 = 2 * k + 3 by ring,
    show 2 * ((k : ℝ) + 1) + 2 = 2 * k + 4 by ring,
    show 2 * ((k : ℝ) + 1) + 3 = 2 * k + 5 by ring,
    show 2 * ((k : ℝ) + 1) = 2 * k + 2 by ring]
  first
    | (field_simp; done)
    | (field_simp; ring)

/-- The integral of `r^s u(r)²` over `r > 0` for `u(r) = r^(l+1) exp(-r/(l+1))`. -/
def radialIntegral (l : ℕ) (s : ℤ) : ℝ :=
  ∫ r in Ioi (0 : ℝ), r ^ s * (r ^ (l + 1) * Real.exp (-r / ((l : ℝ) + 1))) ^ 2

/-- The radial integral equals `((l+1)/2)^(k+1) k!` when `k = s + 2l + 2` is a natural number. -/
theorem radialIntegral_eq (l k : ℕ) (s : ℤ) (hs : s + 2 * l + 2 = k) :
    radialIntegral l s = (((l : ℝ) + 1) / 2) ^ (k + 1) * (k.factorial : ℝ) := by
  have key := Real.integral_rpow_mul_exp_neg_mul_Ioi (a := (k : ℝ) + 1)
    (r := 2 / ((l : ℝ) + 1)) (by positivity) (by positivity)
  have hpow : (((l : ℝ) + 1) / 2) ^ ((k : ℝ) + 1) = (((l : ℝ) + 1) / 2) ^ (k + 1) := by
    exact_mod_cast Real.rpow_natCast (((l : ℝ) + 1) / 2) (k + 1)
  rw [Real.Gamma_nat_eq_factorial, one_div_div, hpow] at key
  rw [← key]
  unfold radialIntegral
  refine setIntegral_congr_fun measurableSet_Ioi (fun r hr => ?_)
  have hr' : 0 < r := hr
  show r ^ s * (r ^ (l + 1) * Real.exp (-r / ((l : ℝ) + 1))) ^ 2
    = r ^ ((k : ℝ) + 1 - 1) * Real.exp (-(2 / ((l : ℝ) + 1) * r))
  have h1 : r ^ s * r ^ ((l + 1) * 2) = r ^ k := by
    rw [← zpow_natCast r ((l + 1) * 2), ← zpow_add₀ hr'.ne', ← zpow_natCast r k]
    congr 1
    push_cast
    linarith
  have h2 : Real.exp (-r / ((l : ℝ) + 1)) ^ 2 = Real.exp (-(2 / ((l : ℝ) + 1) * r)) := by
    rw [← Real.exp_nat_mul]
    congr 1
    push_cast
    ring
  rw [add_sub_cancel_right, Real.rpow_natCast, mul_pow, ← pow_mul, ← mul_assoc, h1, h2]

/-- For every `l`, the normalized moments of `u(r) = r^(l+1) exp(-r/(l+1))` form a hydrogen
moment sequence with `n = l + 1`. -/
theorem isHydrogenMoments_witness (l : ℕ) :
    IsHydrogenMoments ((l : ℝ) + 1) l (fun s => radialIntegral l s / radialIntegral l 0) := by
  have B := radialIntegral_eq l (2 * l + 2) 0 (by push_cast; ring)
  have hB : radialIntegral l 0 ≠ 0 := by rw [B]; positivity
  obtain ⟨x, hx⟩ : ∃ x : ℝ, x = ((l : ℝ) + 1) / 2 := ⟨_, rfl⟩
  have hl : (l : ℝ) = 2 * x - 1 := by linarith
  refine ⟨div_self hB, ?_, ?_⟩
  · have A := radialIntegral_eq l (2 * l) (-2) (by push_cast; ring)
    show ((l : ℝ) + 1) ^ 3 * (2 * (l : ℝ) + 1) * (radialIntegral l (-2) / radialIntegral l 0) = 2
    rw [← mul_div_assoc, div_eq_iff hB, A, B, ← hx,
      show (2 * l + 2).factorial = (2 * l + 2) * ((2 * l + 1) * (2 * l).factorial) from rfl]
    push_cast
    rw [hl]
    ring
  · intro s hs _
    obtain ⟨j, rfl⟩ : ∃ j : ℕ, s = (j : ℤ) - 2 * l := ⟨(s + 2 * l).toNat, by omega⟩
    -- three neighbouring moments share the factor `j!`
    have A2 := radialIntegral_eq l (j + 2) ((j : ℤ) - 2 * l) (by push_cast; ring)
    have A1 := radialIntegral_eq l (j + 1) ((j : ℤ) - 2 * l - 1) (by push_cast; ring)
    have A0 := radialIntegral_eq l j ((j : ℤ) - 2 * l - 2) (by ring)
    rw [← hx, show (j + 2).factorial = (j + 2) * ((j + 1) * j.factorial) from rfl] at A2
    rw [← hx, Nat.factorial_succ] at A1
    rw [← hx] at A0
    rw [A2, A1, A0]
    push_cast
    rw [hl]
    ring

end

end HydrogenInverseMoments
```

```lean
#print axioms HydrogenInverseMoments.IsHydrogenMoments.inversion
-- 'HydrogenInverseMoments.IsHydrogenMoments.inversion' depends on axioms: [propext, Classical.choice, Quot.sound]
#print axioms HydrogenInverseMoments.IsHydrogenMoments.moment_neg_three
-- 'HydrogenInverseMoments.IsHydrogenMoments.moment_neg_three' depends on axioms: [propext, Classical.choice, Quot.sound]
#print axioms HydrogenInverseMoments.IsHydrogenMoments.moment_neg_four
-- 'HydrogenInverseMoments.IsHydrogenMoments.moment_neg_four' depends on axioms: [propext, Classical.choice, Quot.sound]
```

Write $m_s$ for $\langle r^s\rangle$. The theorem `IsHydrogenMoments.inversion` says that, for every natural number $s\le 2l$,

$$m_{-s-2} = c_s\,m_{s-1},\qquad c_s=\left(\frac2n\right)^{2s+1}\frac{(2l-s)!}{(2l+s+1)!}.$$

In Lean, `m : ℤ → ℝ` is a real sequence indexed by all integers, `l` is a natural number and `n` is real. The predicate `IsHydrogenMoments n l m` collects three assumptions about them. The field `norm` is $m_0=1$, the normalisation of the state. The field `inv_sq` is $n^3(2l+1)\,m_{-2}=2$. The field `kramers` is

$$(s+1)m_s-n^2(2s+1)m_{s-1}+\frac{n^2s}{4}\left[(2l+1)^2-s^2\right]m_{s-2}=0$$

for integers $-2l\le s\le 2l$. Since `inv_sq` would read $0=2$ at $n=0$, it already forces $n\neq0$, which is the lemma `ne_zero`. Nothing requires $n$ to be an integer or positive, so the physical values $n=l+1,l+2,\dots$ are a special case.

These assumptions describe a nonrelativistic electron bound to a fixed point charge $Z=1$. For the normalised radial function $u$, $m_s=\int_0^\infty r^s u^2\,dr$, and the Kramers recurrence follows from the radial Schrödinger equation by integration by parts. Near the origin $u^2$ behaves as $r^{2l+2}$, so $m_{s-2}$ converges exactly when $s\ge-2l$; this is the lower limit in `kramers`. The recurrence does not fix $m_{-2}$, so its value is supplied separately: the coefficient of $m_{-2}$ vanishes at $s=0$ and that of $m_{-1}$ vanishes at $s=-1$, so no equation links the moments from $m_{-1}$ upwards to those from $m_{-2}$ downwards. Physically, $m_{-2}$ measures the response of the energy to the strength of the centrifugal term: differentiating $-1/(2n^2)$ with respect to $l$ at a fixed number of radial nodes gives $(l+\tfrac12)\langle r^{-2}\rangle=1/n^3$. The file takes both the recurrence and this value as hypotheses and does not derive them from the Schrödinger equation for general states.

For the derivation, start at $s=0$. The recurrence there is $m_0-n^2m_{-1}=0$, hence $m_{-1}=1/n^2$. Since $c_0=2/[n(2l+1)]$, the product $c_0m_{-1}=2/[n^3(2l+1)]$ is the assumed value of $m_{-2}$. For $l=0$ this is the whole claim.

Now let $D_s=(2l+1)^2-s^2$ and take $s+1\le 2l$. The ratio of successive factors is

$$\frac{c_{s+1}}{c_s}=\frac{(2/n)^2}{(2l-s)(2l+s+2)},$$

and the denominator is $D_{s+1}$, so $c_{s+1}D_{s+1}=(4/n^2)\,c_s$. The recurrence at $-s-1$, multiplied by $4/n^2$ and rearranged, is

$$(s+1)D_{s+1}\,m_{-s-3}=4(2s+1)\,m_{-s-2}-\frac{4}{n^2}\,s\,m_{-s-1}.$$

Suppose that the inversion relation holds at $s$ and, if $s\ge1$, also at $s-1$. Then $m_{-s-2}=c_sm_{s-1}$. For $s\ge1$, $(4/n^2)\,m_{-s-1}=(4/n^2)\,c_{s-1}m_{s-2}=c_sD_s\,m_{s-2}$, while for $s=0$ the last term is absent. The right-hand side becomes

$$c_s\left[4(2s+1)m_{s-1}-sD_s\,m_{s-2}\right]=c_s\,\frac{4}{n^2}(s+1)\,m_s=(s+1)D_{s+1}\,c_{s+1}m_s,$$

where the first equality is the recurrence at $s$ and the second is the ratio of factors. As $s+1\le2l$, the number $(s+1)D_{s+1}$ is positive. Dividing by it gives $m_{-s-3}=c_{s+1}m_s$, the relation at $s+1$.

The Lean proof follows the same route. `inversionFactor_succ` is the identity $c_{s+1}D_{s+1}=(2/n)^2c_s$; it factorises $D_{s+1}$, peels one factor off each factorial and clears denominators with `field_simp`. `moment_neg_one` is the recurrence at $s=0$. In `inversion`, the `suffices` line strengthens the claim to a pair: the relation at $s$, and

$$s\left[(2/n)^2m_{-s-1}-c_sD_s\,m_{s-2}\right]=0,$$

which is the preceding relation weighted by $s$. The weight makes the second part trivial at $s=0$, so an ordinary induction suffices.

In the induction step, `K1` and `K2` are the recurrences at $s$ and $-s-1$, `R` is the ratio of factors, and `ih1` and `ih2` are the two inductive assumptions. After `mul_left_cancel₀` has reduced the goal to its multiple by $(s+1)D_{s+1}$, the long `linear_combination` adds these equations with the coefficients used above; `hq`, which states $(2/n)^2n^2=4$, accounts for the remaining powers of $n$. The second `linear_combination` renews the weighted relation for the next step.

Three closed forms follow for $l\ge1$. The recurrence at $s=1$ gives $\langle r\rangle=[3n^2-l(l+1)]/2$ in `moment_one`, and the recurrence at $s=-1$ gives $\langle r^{-3}\rangle=1/[n^3l(l+\tfrac12)(l+1)]$ in `moment_neg_three`. In `moment_neg_four`, inversion at $s=2$ turns $\langle r^{-4}\rangle$ into a multiple of $\langle r\rangle$. Both inverse moments are used for effects outside this model. When spin–orbit coupling, a relativistic correction, is added to first order, $\langle r^{-3}\rangle$ sets the size of the splitting. In an atom with a polarisable core, the hydrogenic $\langle r^{-4}\rangle$ enters a first estimate of the core-polarisation energy of a distant valence electron.

The $3p$ state, with $n=3$ and $l=1$, shows the numbers. Here $\langle r\rangle=(27-2)/2=25/2$ and $c_2=(2/3)^5\,0!/5!=4/3645$, so $\langle r^{-4}\rangle=10/729$. The recurrence at $s=-2$ gives the same value directly: with $m_{-2}=2/81$ and $m_{-3}=1/81$ it reads

$$-\frac{2}{81}+\frac{27}{81}-\frac{45}{2}\,m_{-4}=0,$$

and again $m_{-4}=10/729$.

The last part of the file shows that actual wavefunctions satisfy the three assumptions. For each $l$ it takes the nodeless state $n=l+1$, with unnormalised $u(r)=r^{l+1}e^{-r/(l+1)}$. The lemma `radialIntegral_eq` evaluates the integral of $r^su^2$ through the Gamma function, and division by the integral at $s=0$ gives the normalised moments

$$m_s=\left(\frac{l+1}{2}\right)^{s}\frac{(s+2l+2)!}{(2l+2)!},\qquad s\ge-2l-2.$$

`isHydrogenMoments_witness` substitutes these into the three conditions; in the recurrence the three neighbouring moments share a factorial, and what remains is a polynomial identity closed by `ring`. States with radial nodes, such as $3p$, are covered by the inversion theorem once their moments are known to satisfy the hypotheses.

The same argument applies to a hydrogen-like ion of nuclear charge $Z$, a case that the file leaves out. Lengths shrink by a factor $Z$, so $\langle r^s\rangle$ acquires a factor $Z^{-s}$, and the inversion relation keeps its form with $2/n$ replaced by $2Z/n$.
